# The eigenbases of σ_x, σ_y and σ_z are mutually unbiased, and no pure spin state is unbiased to all three

## Could another relative phase give a state that is 50/50 along x, y and z?

Which eigenvectors are meant when people say that σ_x, σ_y and σ_z of a spin-1/2 have mutually unbiased eigenbases? I know the physics: a spin prepared in an eigenstate of one of them gives 50/50 results for either of the others. But each eigenvector is fixed only up to a phase, and phases seem to matter here. The x and z kets can be written with real amplitudes, and the y kets appear once I allow a relative phase of ±i. Could some other relative phase, or a clever choice of phases in the six kets, make room for one more state that is 50/50 for all three measurements?

## No: such a state would need a Bloch vector of length zero

Let an eigenbasis of a Pauli matrix be any pair of normalised eigenvectors with eigenvalues +1 and −1, with no phase convention at all. For every such choice, vectors from different bases have squared overlap 1/2, and no unit vector of ℂ² has squared overlap 1/2 with all six basis vectors.

The relative phase in your question can be followed directly. A state that is 50/50 along z has the form (1, e^{iα})/√2, up to an overall phase. Its expectation values of σ_x and σ_y are cos α and sin α. Being 50/50 along x and along y would require both to vanish, which no α allows. The derivation below treats the three axes alike.

### Squared overlaps from Bloch vectors

Number the axes x, y, z as k = 0, 1, 2, and write σ₀, σ₁, σ₂ for the Pauli matrices. The Bloch components of a vector ψ are

nₖ(ψ) = ⟨ψ|σₖ|ψ⟩.

Let φ = (a, b) and ψ = (c, d), with a bar for complex conjugation, and set u = āb and v = c̄d. Multiplying out the Pauli matrices gives

n₀(φ) = 2 Re u, n₁(φ) = 2 Im u, n₂(φ) = |a|² − |b|²,

and likewise for ψ with v, c and d. The squared overlap is

|⟨φ|ψ⟩|² = |āc + b̄d|² = |a|²|c|² + |b|²|d|² + 2 Re(u v̄).

The scalar product of the Bloch vectors is

Σₖ nₖ(φ) nₖ(ψ) = 4 Re(u v̄) + (|a|² − |b|²)(|c|² − |d|²).

Add to this the product of the squared norms, (|a|² + |b|²)(|c|² + |d|²). The terms |a|²|d|² and |b|²|c|² cancel, the other two double, and the result is twice the squared overlap:

2 |⟨φ|ψ⟩|² = ⟨φ|φ⟩⟨ψ|ψ⟩ + Σₖ nₖ(φ) nₖ(ψ).

For unit vectors this becomes

|⟨φ|ψ⟩|² = (1 + Σₖ nₖ(φ) nₖ(ψ)) / 2.

Setting φ = ψ makes the left side 1, so

Σₖ nₖ(ψ)² = 1.

The Bloch vector of a unit vector has length one.

### Six probabilities whose squares add up to two

Write λ₀ = +1 and λ₁ = −1 for the two eigenvalues, and |k,s⟩ for a normalised eigenvector of σₖ with eigenvalue λₛ. Its component along its own axis is

nₖ = ⟨k,s|σₖ|k,s⟩ = λₛ⟨k,s|k,s⟩ = λₛ.

The square of this component is already 1. Since the three squares add up to 1, the other two components vanish. For any unit vector ψ, only axis k then contributes to the scalar product of the Bloch vectors:

|⟨k,s|ψ⟩|² = (1 + λₛ nₖ(ψ)) / 2.

Now insert the basis vectors themselves for ψ. Within one basis, ψ = |k,1⟩ has nₖ = −1, so its squared overlap with |k,0⟩ is (1 − 1)/2 = 0 and the two vectors are orthogonal. Between bases j ≠ k, the vector ψ = |k,t⟩ has nⱼ = 0, so its squared overlap with |j,s⟩ is 1/2 for every s and t.

For a general unit vector ψ, the squares of the two probabilities along axis k add up to

((1 + nₖ)² + (1 − nₖ)²) / 4 = (1 + nₖ²) / 2.

Summing over the three axes gives

Σₖ Σₛ |⟨k,s|ψ⟩|⁴ = (3 + 1) / 2 = 2.

If all six probabilities were 1/2, the sum would be 6 · 1/4 = 3/2. This contradiction rules out a further unbiased vector, and with it a fourth basis unbiased to these three.

### What the theorem assumes and says

The main theorem is `pauli_bases_unbiased_and_unextendable`. Its data are a family `b`, where `b k s` is the vector |k,s⟩ above. The index `k` in `Fin 3` selects the axis, and `s` in `Fin 2` selects the eigenvalue, with 0 for +1 and 1 for −1.

- A spin vector is a function `Fin 2 → ℂ`, that is, two complex amplitudes in the z basis. `Normalized ψ` says that ⟨ψ|ψ⟩ = 1.
- `star φ ⬝ᵥ ψ` is ⟨φ|ψ⟩, conjugate-linear in the first vector. `prob φ ψ` is its squared modulus, which is a probability when both vectors are normalised.
- `pauli k` is the usual dimensionless matrix σₖ, and `pauli k *ᵥ ψ` is its action on ψ. The spin operator itself would carry a further factor ħ/2.
- `bloch ψ k` is the real part of ⟨ψ|σₖ|ψ⟩. As σₖ is Hermitian, taking the real part loses nothing.
- `IsEigenbasis k e` requires `e 0` and `e 1` to be normalised eigenvectors of σₖ with eigenvalues +1 and −1. It fixes no phases and does not assume orthogonality.

The sole hypothesis `hb` says that each `b k` is an eigenbasis of σₖ. The conclusion has two parts. The first says that for different axes `j` and `k`, and for any `s` and `t`, the squared overlap of `b j s` with `b k t` is 1/2. The second says that no normalised `ψ` has squared overlap 1/2 with every `b k s`.

The non-existence claim concerns pure states of one two-level system. The maximally mixed state does give 50/50 for all three measurements, but no vector in ℂ² represents it. The theorem is also about this particular triple of bases. That no other choice gives more than three mutually unbiased bases in ℂ² follows from the overlap formula: two orthonormal bases are unbiased exactly when their Bloch axes are perpendicular, and at most three axes can be mutually perpendicular.

The step from the model to an experiment is the Born rule for an ideal projective measurement, which identifies `prob (b k s) ψ` with the probability of the outcome λₛ. For a qubit prepared repeatedly in the same pure state, nₖ(ψ) is then the probability of +1 minus the probability of −1 along axis k, so the frequencies measured along the three axes give estimates of the Bloch components. This is the linear-inversion form of single-qubit state tomography; other estimators and other sets of measurements are also in use.

In Lean 4 with Mathlib:

```lean
import Mathlib

open Matrix

namespace PauliUnbiasedBases

noncomputable section

/-- The Pauli matrices σ_x, σ_y, σ_z, numbered 0, 1, 2. -/
def pauli : Fin 3 → Matrix (Fin 2) (Fin 2) ℂ :=
  ![!![0, 1; 1, 0], !![0, -Complex.I; Complex.I, 0], !![1, 0; 0, -1]]

/-- A spin state is normalised when its inner product with itself is one. -/
def Normalized (ψ : Fin 2 → ℂ) : Prop := star ψ ⬝ᵥ ψ = 1

/-- The squared modulus of the overlap of two spin vectors. -/
def prob (φ ψ : Fin 2 → ℂ) : ℝ := Complex.normSq (star φ ⬝ᵥ ψ)

/-- The Bloch component of `ψ` along axis `k`: the real part of `⟨ψ|σ_k|ψ⟩`. -/
def bloch (ψ : Fin 2 → ℂ) (k : Fin 3) : ℝ := (star ψ ⬝ᵥ (pauli k *ᵥ ψ)).re

/-- The two measured values of a Pauli matrix, +1 and -1. -/
def outcome : Fin 2 → ℝ := ![1, -1]

/-- The vectors `e 0` and `e 1` are normalised eigenvectors of `σ_k` with eigenvalues
+1 and -1. -/
def IsEigenbasis (k : Fin 3) (e : Fin 2 → Fin 2 → ℂ) : Prop :=
  ∀ s, Normalized (e s) ∧ pauli k *ᵥ e s = (outcome s : ℂ) • e s

/-- The squared overlap of two normalised spin states is fixed by the scalar product of
their Bloch vectors. -/
theorem prob_eq_bloch {φ ψ : Fin 2 → ℂ} (hφ : Normalized φ) (hψ : Normalized ψ) :
    prob φ ψ = (1 + ∑ k, bloch φ k * bloch ψ k) / 2 := by
  -- an identity between polynomials in the real and imaginary parts
  have key : 2 * prob φ ψ = (star φ ⬝ᵥ φ).re * (star ψ ⬝ᵥ ψ).re
      + ∑ k, bloch φ k * bloch ψ k := by
    simp [prob, bloch, pauli, Matrix.mulVec, dotProduct, Fin.sum_univ_two,
      Fin.sum_univ_three, Complex.normSq_apply]
    ring
  unfold Normalized at hφ hψ
  rw [hφ, hψ, Complex.one_re] at key
  linarith

/-- The Bloch vector of a normalised spin state has length one. -/
theorem bloch_sq_sum {ψ : Fin 2 → ℂ} (hψ : Normalized ψ) :
    ∑ k, bloch ψ k ^ 2 = 1 := by
  have h := prob_eq_bloch hψ hψ
  have h1 : prob ψ ψ = 1 := by
    unfold Normalized at hψ
    unfold prob
    rw [hψ, map_one]
  simp only [pow_two]
  linarith

/-- The Bloch vector of an eigenvector in an eigenbasis of `σ_k` lies along axis `k`, with
the eigenvalue as its component. -/
theorem bloch_eigenvector {k : Fin 3} {e : Fin 2 → Fin 2 → ℂ} (he : IsEigenbasis k e)
    (s : Fin 2) (j : Fin 3) : bloch (e s) j = if j = k then outcome s else 0 := by
  obtain ⟨hn, hv⟩ := he s
  have hk : bloch (e s) k = outcome s := by
    have hn' : star (e s) ⬝ᵥ e s = 1 := hn
    unfold bloch
    rw [hv, dotProduct_smul, hn']
    simp
  have ho : outcome s ^ 2 = 1 := by
    fin_cases s <;> simp [outcome]
  by_cases hjk : j = k
  · rw [if_pos hjk, hjk, hk]
  · rw [if_neg hjk]
    -- the component along k exhausts the unit length
    have h1 : bloch (e s) k ^ 2 + ∑ i ∈ Finset.univ.erase k, bloch (e s) i ^ 2
        = ∑ i, bloch (e s) i ^ 2 :=
      Finset.add_sum_erase Finset.univ (fun i => bloch (e s) i ^ 2) (Finset.mem_univ k)
    have h2 : bloch (e s) j ^ 2 ≤ ∑ i ∈ Finset.univ.erase k, bloch (e s) i ^ 2 :=
      Finset.single_le_sum (f := fun i => bloch (e s) i ^ 2)
        (fun i _ => sq_nonneg _) (Finset.mem_erase.mpr ⟨hjk, Finset.mem_univ j⟩)
    rw [bloch_sq_sum hn, hk, ho] at h1
    have h3 : bloch (e s) j ^ 2 = 0 := le_antisymm (by linarith) (sq_nonneg _)
    exact pow_eq_zero_iff (two_ne_zero) |>.mp h3

/-- For a normalised state, the probability of each outcome of a `σ_k` measurement is
determined by the Bloch component along axis `k`. -/
theorem prob_outcome {k : Fin 3} {e : Fin 2 → Fin 2 → ℂ} (he : IsEigenbasis k e)
    {ψ : Fin 2 → ℂ} (hψ : Normalized ψ) (s : Fin 2) :
    prob (e s) ψ = (1 + outcome s * bloch ψ k) / 2 := by
  rw [prob_eq_bloch (he s).1 hψ]
  simp [bloch_eigenvector he]

/-- The two vectors of an eigenbasis of a Pauli matrix are orthogonal. -/
theorem eigenbasis_orthogonal {k : Fin 3} {e : Fin 2 → Fin 2 → ℂ}
    (he : IsEigenbasis k e) : star (e 0) ⬝ᵥ e 1 = 0 := by
  have h := prob_outcome he (he 1).1 0
  rw [bloch_eigenvector he, if_pos rfl] at h
  have h0 : prob (e 0) (e 1) = 0 := by
    rw [h]
    norm_num [outcome]
  exact Complex.normSq_eq_zero.mp h0

/-- For every normalised spin state, the squares of the six outcome probabilities of
σ_x, σ_y and σ_z measurements add up to two. -/
theorem sum_prob_sq {b : Fin 3 → Fin 2 → Fin 2 → ℂ} (hb : ∀ k, IsEigenbasis k (b k))
    {ψ : Fin 2 → ℂ} (hψ : Normalized ψ) :
    ∑ k, ∑ s, prob (b k s) ψ ^ 2 = 2 := by
  have h := bloch_sq_sum hψ
  have h0 : outcome 0 = 1 := rfl
  have h1 : outcome 1 = -1 := rfl
  simp only [fun k s => prob_outcome (hb k) hψ s, Fin.sum_univ_three,
    Fin.sum_univ_two, h0, h1] at h ⊢
  linear_combination h / 2

/-- Eigenbases of σ_x, σ_y and σ_z are mutually unbiased, with all cross overlaps of squared
modulus 1/2, and no normalised vector has squared overlap 1/2 with all their members. -/
theorem pauli_bases_unbiased_and_unextendable {b : Fin 3 → Fin 2 → Fin 2 → ℂ}
    (hb : ∀ k, IsEigenbasis k (b k)) :
    (∀ j k, j ≠ k → ∀ s t, prob (b j s) (b k t) = 1 / 2) ∧
      ¬ ∃ ψ, Normalized ψ ∧ ∀ k s, prob (b k s) ψ = 1 / 2 := by
  constructor
  · intro j k hjk s t
    rw [prob_outcome (hb j) (hb k t).1, bloch_eigenvector (hb k), if_neg hjk]
    ring
  · rintro ⟨ψ, hψ, h⟩
    -- six probabilities 1/2 would give 3/2 in place of 2
    have h2 := sum_prob_sq hb hψ
    simp only [h, Fin.sum_univ_three, Fin.sum_univ_two] at h2
    norm_num at h2

/-- The amplitude 1/√2 of an equal superposition. -/
def amp : ℝ := 1 / √2

/-- The usual spin kets along x, y and z, each pair listed with spin up first. -/
def ket : Fin 3 → Fin 2 → Fin 2 → ℂ :=
  ![![![(amp : ℂ), amp], ![(amp : ℂ), -amp]],
    ![![(amp : ℂ), Complex.I * amp], ![(amp : ℂ), -(Complex.I * amp)]],
    ![![1, 0], ![0, 1]]]

/-- The usual spin kets along x, y and z form eigenbases of σ_x, σ_y and σ_z. -/
theorem ket_isEigenbasis_witness (k : Fin 3) : IsEigenbasis k (ket k) := by
  have hr : amp * amp = 1 / 2 := by
    unfold amp
    rw [div_mul_div_comm, Real.mul_self_sqrt (by norm_num)]
    norm_num
  intro s
  constructor
  · fin_cases k <;> fin_cases s <;>
      norm_num [Normalized, ket, dotProduct, Fin.sum_univ_two, Complex.ext_iff, hr]
  · ext i
    fin_cases k <;> fin_cases s <;> fin_cases i <;>
      norm_num [pauli, ket, outcome, Matrix.mulVec, dotProduct, Fin.sum_univ_two,
        Complex.ext_iff]

end

end PauliUnbiasedBases
```

```lean
#print axioms PauliUnbiasedBases.eigenbasis_orthogonal
#print axioms PauliUnbiasedBases.pauli_bases_unbiased_and_unextendable
```

```
'PauliUnbiasedBases.eigenbasis_orthogonal' depends on axioms: [propext, Classical.choice, Quot.sound]
'PauliUnbiasedBases.pauli_bases_unbiased_and_unextendable' depends on axioms: [propext, Classical.choice, Quot.sound]
```

### From the overlap identity to the contradiction

`prob_eq_bloch` is the overlap formula for unit vectors. Its intermediate statement `key` is the identity that holds without normalisation. There `simp` writes both sides in terms of the real and imaginary parts of the four amplitudes, and `ring` confirms that the two polynomials agree. This replaces the calculation with u and v. The two norms are then set to 1, and `linarith` solves for the squared overlap.

`bloch_sq_sum` applies this formula with both vectors equal to `ψ`. The overlap of a normalised vector with itself is 1, and the unit length of the Bloch vector follows by linear arithmetic.

`bloch_eigenvector` gives all three Bloch components of a basis vector. The eigenvalue equation supplies the component along `k`, recorded as `hk`, and `ho` notes that its square is 1. For another axis `j`, the step `h1` separates the term of axis `k` from the sum of squares, and `h2` bounds the square of component `j` by what remains. The remainder is zero, so that square is both at most zero and at least zero, and the component vanishes.

`prob_outcome` inserts these components into the overlap formula. The sum over axes collapses to its one nonzero term, which gives (1 + λₛ nₖ(ψ))/2.

`eigenbasis_orthogonal` evaluates that probability for the two members of one basis. It is zero, and a complex number whose squared modulus is zero is itself zero. The main theorem does not use this lemma; its role is to show that the pairs admitted by `IsEigenbasis` are orthonormal.

`sum_prob_sq` writes out the six probabilities and squares them. The difference between their sum and 2 is half the difference between the squared Bloch length and 1, which is what `linear_combination h / 2` expresses.

In the main theorem, the first part rewrites the cross overlap with `prob_outcome` and uses the vanishing of the Bloch component along the other axis, leaving (1 + λₛ · 0)/2 = 1/2. The second part takes a supposed unbiased vector `ψ`, puts 1/2 for all six probabilities in `sum_prob_sq`, and lets `norm_num` reject the equation 3/2 = 2.

Finally, `ket_isEigenbasis_witness` checks that the hypothesis is satisfied by the familiar kets: (1, ±1)/√2 along x, (1, ±i)/√2 along y, and (1, 0) and (0, 1) along z. The constant `amp` is 1/√2. The proof first establishes that its square is 1/2, which gives the normalisation, and then verifies the eigenvalue equations component by component.
